# For an antiferromagnetic Heisenberg dimer with spins s₁ ≥ s₂ > 0, the exact gap to the ferromagnetic state is 1 + 1/(2s₁) times the broken-symmetry gap

Let $H = J\,\mathbf S_1\cdot\mathbf S_2$ with $J>0$ and $s_1\ge s_2>0$. Its lowest eigenvalue is

$$E_0=-J s_2(s_1+1),$$

while the product state $m_1=s_1,\ m_2=-s_2$ has mean energy $E_{BS}=-Js_1s_2$. Measured from the ferromagnetic state $m_1=s_1,\ m_2=s_2$, with energy $E_F=Js_1s_2$,

$$\frac{E_F-E_0}{E_F-E_{BS}}=1+\frac1{2s_1}.$$

## Extracting J from two energies

When $J$ is extracted from a high-spin and a low-spin energy alone, the result depends on what the low energy represents. If it is the mean energy of the product state, $J=\Delta E/(2s_1s_2)$, where $\Delta E$ is the high-spin energy minus the low-spin one. If it is the exact ground energy, $J=\Delta E/[s_2(2s_1+1)]$. For two spins one-half the two values differ by a factor of 2.

The sign and prefactor of $J$ follow $H=J\,\mathbf S_1\cdot\mathbf S_2$; a code written for $-2J'\,\mathbf S_1\cdot\mathbf S_2$ needs $J=-2J'$.

## Moving one spin-half quantum

Describe a spin $s$ by $2s$ bosonic quanta, $s+m$ of them up and $s-m$ down. Let $u^\dagger,d^\dagger$ create an up and a down quantum, so that $S_+=u^\dagger d$ and $S_-=d^\dagger u$. The operator

$$B=u_1^\dagger u_2+d_1^\dagger d_2$$

moves one quantum from spin 2 to spin 1. Expanding,

$$B^\dagger B=u_1u_1^\dagger u_2^\dagger u_2+d_1d_1^\dagger d_2^\dagger d_2+S_{1-}S_{2+}+S_{1+}S_{2-}.$$

In the state $m_1,m_2$, the first two terms give

$$(s_1+m_1+1)(s_2+m_2)+(s_1-m_1+1)(s_2-m_2)=2m_1m_2+2s_2(s_1+1).$$

Since $\mathbf S_1\cdot\mathbf S_2=\tfrac12(S_{1+}S_{2-}+S_{1-}S_{2+})+S_{1z}S_{2z}$,

$$\mathbf S_1\cdot\mathbf S_2+s_2(s_1+1)=\tfrac12B^\dagger B.$$

A normalised eigenvector $\psi$ therefore has $E=\tfrac J2\|B\psi\|^2-Js_2(s_1+1)\ge-Js_2(s_1+1)$.

Equality needs a nonzero $\psi$ with $B\psi=0$. The source of $B$ has dimension $(2s_1+1)(2s_2+1)$ and its target $(2s_1+2)(2s_2)$. The difference is $2(s_1-s_2)+1>0$, so such a $\psi$ exists.

In a product state with definite $m_1$ and $m_2$ the ladder terms have zero mean, because they change both values; the energy is $Jm_1m_2$. In the ferromagnetic state each ladder term contains a raising operator that annihilates it, so it is an exact eigenstate. The gaps are then $Js_2(2s_1+1)$ and $2Js_1s_2$, which gives the ratio.

## The Lean file

```lean
import Mathlib

open Matrix
open scoped Kronecker

namespace HeisenbergDimer

noncomputable section

/-- The raising operator of a spin `n/2`, real in the `S_z` basis; index `i` means `m = i - n/2`. -/
def spinPlus (n : ℕ) : Matrix (Fin (n + 1)) (Fin (n + 1)) ℝ :=
  of fun i j => if (i : ℕ) = (j : ℕ) + 1 then
    √((j : ℕ) + 1 : ℝ) * √((n : ℝ) - (j : ℕ)) else 0

/-- The operator `S_z` of a spin `n/2`. -/
def spinZ (n : ℕ) : Matrix (Fin (n + 1)) (Fin (n + 1)) ℝ :=
  diagonal fun i => ((i : ℕ) : ℝ) - (n : ℝ) / 2

/-- `S₁·S₂ = (S₁₊S₂₋ + S₁₋S₂₊)/2 + S₁zS₂z` for the spins `a/2` and `b/2`. -/
def exchange (a b : ℕ) : Matrix (Fin (a + 1) × Fin (b + 1)) (Fin (a + 1) × Fin (b + 1)) ℝ :=
  (1 / 2 : ℝ) • (spinPlus a ⊗ₖ (spinPlus b)ᵀ + (spinPlus a)ᵀ ⊗ₖ spinPlus b)
    + spinZ a ⊗ₖ spinZ b

/-- The Heisenberg Hamiltonian `H = J S₁·S₂`. -/
def dimer (J : ℝ) (a b : ℕ) := J • exchange a b

/-- The eigenvalues of the real symmetric matrix `H`. -/
def energies (J : ℝ) (a b : ℕ) : Set ℝ := {E | ∃ ψ, ψ ≠ 0 ∧ dimer J a b *ᵥ ψ = E • ψ}

/-- The product state with `m₁ = i - a/2` and `m₂ = j - b/2`. -/
def ket {a b : ℕ} (i : Fin (a + 1)) (j : Fin (b + 1)) : Fin (a + 1) × Fin (b + 1) → ℝ :=
  fun p => if p = (i, j) then 1 else 0

/-- The expectation value of `H` in a normalized real state `ψ`. -/
def meanEnergy (J : ℝ) (a b : ℕ) (ψ : Fin (a + 1) × Fin (b + 1) → ℝ) : ℝ :=
  ψ ⬝ᵥ (dimer J a b *ᵥ ψ)

/-- Adds an up quantum (Schwinger boson) to a spin `n/2`. -/
def up (n : ℕ) : Matrix (Fin (n + 2)) (Fin (n + 1)) ℝ :=
  of fun k i => if k = i.succ then √((i : ℕ) + 1 : ℝ) else 0

/-- Adds a down quantum (Schwinger boson) to a spin `n/2`. -/
def dn (n : ℕ) : Matrix (Fin (n + 2)) (Fin (n + 1)) ℝ :=
  of fun k i => if k = i.castSucc then √((n : ℝ) + 1 - (i : ℕ)) else 0

/-- Moves one quantum from the second spin, `(b+1)/2`, to the first spin, `a/2`. -/
def transfer (a b : ℕ) : Matrix (Fin (a + 2) × Fin (b + 1)) (Fin (a + 1) × Fin (b + 2)) ℝ :=
  up a ⊗ₖ (up b)ᵀ + dn a ⊗ₖ (dn b)ᵀ

/-- Adding a quantum and then removing one gives the shifted occupation numbers and `S₊`
of the spin `n/2`. -/
theorem add_then_remove (n : ℕ) :
    (up n)ᵀ * up n = diagonal (fun i : Fin (n + 1) => ((i : ℕ) : ℝ) + 1) ∧
    (dn n)ᵀ * dn n = diagonal (fun i : Fin (n + 1) => (n : ℝ) + 1 - ((i : ℕ) : ℝ)) ∧
    (dn n)ᵀ * up n = spinPlus n := by
  refine ⟨?_, ?_, ?_⟩ <;> ext i j <;>
    simp only [mul_apply, transpose_apply, up, dn, of_apply, ite_mul, zero_mul,
      Finset.sum_ite_eq', Finset.mem_univ, ↓reduceIte]
  · rcases eq_or_ne i j with rfl | h
    · rw [if_pos rfl, diagonal_apply_eq, Real.mul_self_sqrt (by positivity)]
    · rw [if_neg (fun e => h (Fin.succ_injective _ e)), diagonal_apply_ne _ h, mul_zero]
  · rcases eq_or_ne i j with rfl | h
    · have hi : ((i : ℕ) : ℝ) ≤ n := by exact_mod_cast i.is_le
      rw [if_pos rfl, diagonal_apply_eq, Real.mul_self_sqrt (by linarith)]
    · rw [if_neg (fun e => h (Fin.castSucc_injective _ e)), diagonal_apply_ne _ h, mul_zero]
  · by_cases h : (i : ℕ) = (j : ℕ) + 1
    · have e : (n : ℝ) + 1 - ((i : ℕ) : ℝ) = n - (j : ℕ) := by rw [h]; push_cast; ring
      rw [if_pos (Fin.ext h), spinPlus, of_apply, if_pos h, e]
      exact mul_comm _ _
    · rw [if_neg (fun e => h (congrArg Fin.val e)), spinPlus, of_apply, if_neg h, mul_zero]

/-- Removing a quantum and then adding one gives the occupation numbers and `S₊`
of the spin `(n+1)/2`. -/
theorem remove_then_add (n : ℕ) :
    up n * (up n)ᵀ = diagonal (fun k : Fin (n + 2) => ((k : ℕ) : ℝ)) ∧
    dn n * (dn n)ᵀ = diagonal (fun k : Fin (n + 2) => (n : ℝ) + 1 - ((k : ℕ) : ℝ)) ∧
    up n * (dn n)ᵀ = spinPlus (n + 1) := by
  have h0 : ∀ i : Fin (n + 1), (0 : Fin (n + 2)) ≠ i.succ := fun i => (Fin.succ_ne_zero i).symm
  have hl : ∀ i : Fin (n + 1), Fin.last (n + 1) ≠ i.castSucc := fun i => (Fin.castSucc_lt_last i).ne'
  refine ⟨?_, ?_, ?_⟩ <;> ext k l <;> simp only [mul_apply, transpose_apply, up, dn, of_apply]
  · cases k using Fin.cases with
    | zero => simp [diagonal_apply, h0]
    | succ k =>
      simp only [Fin.succ_inj, ite_mul, zero_mul, Finset.sum_ite_eq, Finset.mem_univ, ↓reduceIte]
      rcases eq_or_ne l k.succ with rfl | h
      · rw [if_pos rfl, diagonal_apply_eq, Real.mul_self_sqrt (by positivity)]; simp
      · rw [if_neg h, diagonal_apply_ne _ h.symm, mul_zero]
  · induction k using Fin.lastCases with
    | last => simp [diagonal_apply, hl]
    | cast k =>
      simp only [Fin.castSucc_inj, ite_mul, zero_mul, Finset.sum_ite_eq, Finset.mem_univ,
        ↓reduceIte]
      rcases eq_or_ne l k.castSucc with rfl | h
      · have hk : ((k : ℕ) : ℝ) ≤ n := by exact_mod_cast k.is_le
        rw [if_pos rfl, diagonal_apply_eq, Real.mul_self_sqrt (by linarith)]; simp
      · rw [if_neg h, diagonal_apply_ne _ h.symm, mul_zero]
  · cases k using Fin.cases with
    | zero => simp [spinPlus, h0]
    | succ k =>
      simp only [Fin.succ_inj, ite_mul, zero_mul, Finset.sum_ite_eq, Finset.mem_univ, ↓reduceIte]
      rcases eq_or_ne l k.castSucc with rfl | h
      · simp [spinPlus]
      · have h' : ¬ ((k.succ : ℕ) = (l : ℕ) + 1) := fun e =>
          h (Fin.ext (Nat.succ.inj e).symm)
        rw [if_neg h, spinPlus, of_apply, if_neg h', mul_zero]

/-- For `s₁ = a/2` and `s₂ = (b+1)/2`, the operator `S₁·S₂ + s₂(s₁+1)` is half of `BᵀB`,
where `B` moves one quantum from spin 2 to spin 1. -/
theorem exchange_eq_square (a b : ℕ) :
    exchange a (b + 1) + (((b + 1 : ℕ) : ℝ) / 2 * ((a : ℝ) / 2 + 1)) • 1
      = (1 / 2 : ℝ) • ((transfer a b)ᵀ * transfer a b) := by
  obtain ⟨h1, h2, h3⟩ := add_then_remove a
  obtain ⟨g1, g2, g3⟩ := remove_then_add b
  have h4 : (up a)ᵀ * dn a = (spinPlus a)ᵀ := by rw [← h3, transpose_mul, transpose_transpose]
  have g4 : dn b * (up b)ᵀ = (spinPlus (b + 1))ᵀ := by
    rw [← g3, transpose_mul, transpose_transpose]
  -- the occupation-number terms supply S₁z S₂z and the constant
  have hd : diagonal (fun i : Fin (a + 1) => ((i : ℕ) : ℝ) + 1) ⊗ₖ
        diagonal (fun k : Fin (b + 2) => ((k : ℕ) : ℝ))
      + diagonal (fun i : Fin (a + 1) => (a : ℝ) + 1 - ((i : ℕ) : ℝ)) ⊗ₖ
        diagonal (fun k : Fin (b + 2) => (b : ℝ) + 1 - ((k : ℕ) : ℝ))
      = (2 : ℝ) • (spinZ a ⊗ₖ spinZ (b + 1))
        + (2 * (((b + 1 : ℕ) : ℝ) / 2 * ((a : ℝ) / 2 + 1))) • 1 := by
    ext ⟨i, j⟩ ⟨k, l⟩
    by_cases hi : i = k <;> by_cases hj : j = l <;>
      simp [spinZ, hi, hj]
    ring
  simp only [exchange, transfer, transpose_add, ← kroneckerMap_transpose, transpose_transpose,
    Matrix.add_mul, Matrix.mul_add, ← mul_kronecker_mul, h1, h2, h3, h4, g1, g2, g3, g4]
  linear_combination (norm := module) (-(1 / 2 : ℝ)) • hd

/-- A product state with definite `m₁` and `m₂` has mean energy `J m₁ m₂`. -/
theorem product_energy (J : ℝ) {a b : ℕ} (i : Fin (a + 1)) (j : Fin (b + 1)) :
    meanEnergy J a b (ket i j) = J * ((i : ℕ) - a / 2) * ((j : ℕ) - b / 2) := by
  simp only [meanEnergy, dotProduct, mulVec, ket, ite_mul, one_mul, zero_mul, mul_ite, mul_one,
    mul_zero, Finset.sum_ite_eq', Finset.mem_univ, ↓reduceIte]
  simp only [dimer, exchange, spinPlus, spinZ, Matrix.smul_apply, Matrix.add_apply,
    kroneckerMap_apply, transpose_apply, of_apply, diagonal_apply_eq, smul_eq_mul,
    if_neg (Nat.succ_ne_self _).symm]
  ring

/-- The ferromagnetic state `m₁ = s₁`, `m₂ = s₂` is an exact eigenstate with energy `J s₁ s₂`. -/
theorem ferromagnet_eigenstate (J : ℝ) (a b : ℕ) :
    dimer J a b *ᵥ ket (Fin.last a) (Fin.last b)
      = (J * (a / 2) * (b / 2)) • ket (Fin.last a) (Fin.last b) := by
  -- the top state cannot be raised
  have hP : ∀ (n : ℕ) (k : Fin (n + 1)), spinPlus n k (Fin.last n) = 0 := fun n k => by
    have hk := k.2
    rw [spinPlus, of_apply, if_neg (by rw [Fin.val_last]; omega)]
  ext ⟨i, j⟩
  simp only [mulVec, dotProduct, ket, mul_ite, mul_one, mul_zero, Finset.sum_ite_eq',
    Finset.mem_univ, ↓reduceIte, Pi.smul_apply, smul_eq_mul]
  simp only [dimer, exchange, Matrix.smul_apply, Matrix.add_apply, kroneckerMap_apply,
    transpose_apply, hP, smul_eq_mul, zero_mul, mul_zero, add_zero, zero_add]
  by_cases hi : i = Fin.last a <;> by_cases hj : j = Fin.last b <;>
    simp [spinZ, hi, hj]
  ring

/-- For `J > 0` and spins `s₁ = a/2 ≥ s₂ = b/2 > 0`, the lowest eigenvalue of `J S₁·S₂`
is `-J s₂(s₁+1)`. -/
theorem ground_energy {J : ℝ} {a b : ℕ} (hJ : 0 < J) (hb : 0 < b) (hab : b ≤ a) :
    IsLeast (energies J a b) (-(J * (b / 2) * (a / 2 + 1))) := by
  obtain ⟨b, rfl⟩ : ∃ c, b = c + 1 := ⟨b - 1, by omega⟩
  have act : ∀ ψ, exchange a (b + 1) *ᵥ ψ
      = (1 / 2 : ℝ) • ((transfer a b)ᵀ *ᵥ (transfer a b *ᵥ ψ))
        - (((b + 1 : ℕ) : ℝ) / 2 * ((a : ℝ) / 2 + 1)) • ψ := fun ψ => by
    have h := congrArg (· *ᵥ ψ) (exchange_eq_square a b)
    simp only [add_mulVec, smul_mulVec, one_mulVec, ← mulVec_mulVec] at h
    exact eq_sub_of_add_eq h
  constructor
  · -- the transfer matrix lands in a smaller space, so it annihilates some state
    have hinj : ¬ Function.Injective (transfer a b).mulVecLin := fun h => by
      have h' := LinearMap.finrank_le_finrank_of_injective h
      simp only [Module.finrank_fintype_fun_eq_card, Fintype.card_prod, Fintype.card_fin] at h'
      nlinarith
    rw [← LinearMap.ker_eq_bot, Submodule.eq_bot_iff] at hinj
    push Not at hinj
    obtain ⟨ψ, h0, hne⟩ := hinj
    have h0' : transfer a b *ᵥ ψ = 0 := h0
    refine ⟨ψ, hne, ?_⟩
    rw [dimer, smul_mulVec, act, h0', mulVec_zero, smul_zero, zero_sub, smul_neg, smul_smul,
      ← neg_smul]
    congr 1
    ring
  · -- the square has nonnegative expectation values
    rintro E ⟨ψ, hne, hE⟩
    rw [dimer, smul_mulVec, act] at hE
    have h := congrArg (ψ ⬝ᵥ ·) hE
    simp only [dotProduct_smul, dotProduct_sub, smul_eq_mul] at h
    rw [dotProduct_mulVec, vecMul_transpose] at h
    have h1 : 0 ≤ (transfer a b *ᵥ ψ) ⬝ᵥ (transfer a b *ᵥ ψ) :=
      Finset.sum_nonneg fun i _ => mul_self_nonneg _
    have h2 : 0 < ψ ⬝ᵥ ψ := by
      obtain ⟨i, hi⟩ := Function.ne_iff.mp hne
      exact Finset.sum_pos' (fun i _ => mul_self_nonneg _)
        ⟨i, Finset.mem_univ _, mul_self_pos.mpr hi⟩
    refine le_of_mul_le_mul_right ?_ h2
    linarith [mul_nonneg hJ.le h1]

/-- For `J > 0` and `s₁ = a/2 ≥ s₂ = b/2 > 0`, the gap from the lowest eigenvalue `E₀` to the
ferromagnetic state is `1 + 1/(2s₁)` times the gap from the state `m₁ = s₁`, `m₂ = -s₂`. -/
theorem gap_ratio {J E₀ : ℝ} {a b : ℕ} (hJ : 0 < J) (hb : 0 < b) (hab : b ≤ a)
    (hE : IsLeast (energies J a b) E₀) :
    (meanEnergy J a b (ket (Fin.last a) (Fin.last b)) - E₀) /
      (meanEnergy J a b (ket (Fin.last a) (Fin.last b)) - meanEnergy J a b (ket (Fin.last a) 0))
      = 1 + 1 / (2 * ((a : ℝ) / 2)) := by
  have ha' : (0 : ℝ) < a := by exact_mod_cast lt_of_lt_of_le hb hab
  have hb' : (0 : ℝ) < b := by exact_mod_cast hb
  rw [hE.unique (ground_energy hJ hb hab), product_energy, product_energy]
  simp only [Fin.val_last, Fin.val_zero, Nat.cast_zero]
  have e1 : J * ((a : ℝ) - a / 2) * (b - b / 2) - J * (a - a / 2) * (0 - b / 2)
      = J * a * b / 2 := by ring
  have e2 : 1 + 1 / (2 * ((a : ℝ) / 2)) = (a + 1) / a := by
    rw [mul_div_cancel₀ (a : ℝ) (two_ne_zero), add_div, div_self ha'.ne']
  rw [e1, e2, div_eq_div_iff (by positivity) ha'.ne']
  ring

end

end HeisenbergDimer
```

```lean
#print axioms HeisenbergDimer.ferromagnet_eigenstate
#print axioms HeisenbergDimer.gap_ratio
```

```
'HeisenbergDimer.ferromagnet_eigenstate' depends on axioms: [propext, Classical.choice, Quot.sound]
'HeisenbergDimer.gap_ratio' depends on axioms: [propext, Classical.choice, Quot.sound]
```

## From the matrices to the gap ratio

The natural numbers `a` and `b` are $2s_1$ and $2s_2$. Index `i` means $m=i-s$, so `Fin.last a` is $m_1=s_1$ and `0` in the second slot is $m_2=-s_2$. The ladder form keeps all matrices real. `energies` collects the real numbers that have a nonzero real eigenvector, which loses no eigenvalue of a real symmetric matrix.

`add_then_remove` and `remove_then_add` compute the boson products for spins 1 and 2. `exchange_eq_square` combines them, with `hd` as the occupation-number identity; there the second spin is `(b+1)/2`, since it must have a quantum to give.

In `ground_energy`, `IsLeast` says that the value is an eigenvalue and that none lies below it. The first half compares dimensions; the second takes the dot product of the eigenvalue equation with $\psi$ and uses $\psi\cdot\psi>0$ in place of normalisation. `product_energy` and `ferromagnet_eigenstate` treat the product states. `gap_ratio` accepts any `E₀` that is the least eigenvalue, identifies it through `ground_energy`, and simplifies.

## Two isolated spins with isotropic exchange

The condition $J>0$ stands for antiferromagnetic coupling, and `b ≤ a` labels the larger spin as 1. The spin matrices are defined by their standard entries, not derived from commutation relations. The theorems give neither the total spin nor the degeneracy of the ground state.

They concern exact real matrices, not floating-point output. Anisotropy, biquadratic exchange and further spins are absent from $H$. Whether a computed broken-symmetry determinant behaves like the product state is an assumption of the mapping, to be judged for each molecule.
